# The velocity response of a damped oscillator covers a circle without the origin exactly once over positive frequencies

One way to obtain the damping rate of a single resonance is to plot its complex velocity response, taken per unit of driving force per unit mass, in the plane, fit a circle through the points, and take the inverse of the diameter. For a harmonic oscillator with viscous damping the circle is exact. It has centre and radius $1/(2g)$, where the damping rate $g>0$ is the coefficient of the velocity in the equation of motion below, and each of its points except the origin belongs to exactly one positive drive frequency.

The oscillator has natural frequency $w_0$ and is driven by a force per unit mass $f e^{-iwt}$:

$$\ddot x + g\dot x + w_0^2 x = f e^{-iwt}.$$

The steady solution has displacement amplitude $f/(w_0^2-w^2-igw)$. Differentiation in time multiplies it by $-iw$, so the velocity per unit $f$ is

$$Y(w)=\frac{-iw}{w_0^2-w^2-igw}.$$

In an optical model with one classical Lorentz oscillator, the conductivity is a positive constant times $Y$, so its plot is the same circle rescaled. A sum of several oscillators does not in general trace a circle.

```lean
import Mathlib

open Complex Set Filter Topology ComplexConjugate

namespace LorentzVelocityCircle

noncomputable section
```

In Lean, `velocityResponse g w0 w` is this function, with real parameters and a complex value. The equation of motion is not formalised; the formula for $Y$ is the starting point.

```lean
/-- The velocity response `-i w / (w0² - w² - i g w)` of an oscillator with damping rate `g`
and natural frequency `w0`, driven at frequency `w`. -/
def velocityResponse (g w0 w : ℝ) : ℂ :=
  -(I * (w : ℂ)) / ((w0 : ℂ) ^ 2 - (w : ℂ) ^ 2 - I * (g : ℂ) * (w : ℂ))
```

Two auxiliary quantities carry the argument. The reactance is $X(w)=(w_0^2-w^2)/w$, taken per unit mass. With the time factor $e^{-iwt}$ it is positive below resonance.

```lean
/-- The reactance `(w0² - w²) / w` of the oscillator per unit mass. -/
def reactance (w0 w : ℝ) : ℝ := (w0 ^ 2 - w ^ 2) / w
```

The second quantity goes the other way and assigns a frequency to a given reactance $X$:

$$W(X)=\frac{\sqrt{X^2+4w_0^2}-X}{2}.$$

It is called `frequencyAt`.

```lean
/-- The frequency `(√(X² + 4 w0²) - X) / 2` assigned to a reactance `X`. -/
def frequencyAt (w0 X : ℝ) : ℝ := (Real.sqrt (X ^ 2 + 4 * w0 ^ 2) - X) / 2
```

## A nonzero drive frequency gives an impedance with constant real part

The condition $w\neq0$ says that the force oscillates. If $w_0\neq0$, a static force holds the oscillator at a fixed displacement, with no velocity, and then there is no finite ratio of force to velocity. For $w\ne0$ that ratio is the impedance, and dividing term by term gives

$$\frac1{Y(w)}=\frac{w_0^2-w^2}{-iw}+\frac{-igw}{-iw}=g+iX(w).$$

The frequency enters only the imaginary part. As $w$ varies, $1/Y$ therefore moves along the vertical line $\operatorname{Re}=g$.

```lean
/-- At a nonzero drive frequency, the inverse of the velocity response is the impedance `g + i X`,
with the damping rate as real part and the reactance as imaginary part. -/
theorem impedance_eq (g w0 : ℝ) {w : ℝ} (hw : w ≠ 0) :
    (velocityResponse g w0 w)⁻¹ = (g : ℂ) + I * (reactance w0 w : ℂ) := by
  have hwc : (w : ℂ) ≠ 0 := Complex.ofReal_ne_zero.2 hw
  have hI : -(I * (w : ℂ)) ≠ 0 := neg_ne_zero.2 (mul_ne_zero I_ne_zero hwc)
  have hX : (w : ℂ) * (reactance w0 w : ℂ) = (w0 : ℂ) ^ 2 - (w : ℂ) ^ 2 := by
    unfold reactance
    push_cast
    field_simp
  -- the denominator factors into the numerator times the impedance
  have h : (w0 : ℂ) ^ 2 - (w : ℂ) ^ 2 - I * (g : ℂ) * (w : ℂ)
      = -(I * (w : ℂ)) * ((g : ℂ) + I * (reactance w0 w : ℂ)) := by
    linear_combination (-1 : ℂ) * hX + (w : ℂ) * (reactance w0 w : ℂ) * Complex.I_sq
  rw [velocityResponse, h, inv_div]
  exact mul_div_cancel_left₀ _ hI
```

The proof uses `hw` to know that the numerator $-iw$ is not zero. The step `h` factors the denominator of $Y$ as $-iw\,(g+iX)$, using $i^2=-1$; inverting the fraction and cancelling $-iw$ leaves the impedance. No condition on $g$ appears. Lean's convention $x/0=0$ keeps the identity formally true even at an undamped resonance, where the physical response diverges.

## A positive drive frequency selects one root

A real force at frequency $w$ contains both $e^{-iwt}$ and $e^{iwt}$, so negative frequencies describe the same experiment again. The condition $w>0$ counts each experiment once.

By hand, it enters when $X(w)=X$ is solved for $w$. Multiplying by $w$ gives

$$w^2+Xw-w_0^2=0,\qquad w=\frac{-X\pm\sqrt{X^2+4w_0^2}}{2}.$$

For $w_0\neq0$ the product of the two roots is $-w_0^2<0$, so exactly one root is positive, namely the one with the plus sign, $W(X)$.

```lean
/-- A positive frequency has reactance `X` exactly when it equals `(√(X² + 4 w0²) - X) / 2`. -/
theorem reactance_eq_iff (w0 X : ℝ) {w : ℝ} (hw : 0 < w) :
    reactance w0 w = X ↔ w = frequencyAt w0 X := by
  rw [reactance, div_eq_iff hw.ne', frequencyAt]
  constructor
  · intro h
    have hm : 0 ≤ w * (2 * w + X) := by nlinarith [sq_nonneg w, sq_nonneg w0]
    have hp : 0 ≤ 2 * w + X := (mul_nonneg_iff_of_pos_left hw).1 hm
    -- the discriminant is a perfect square
    have hs : X ^ 2 + 4 * w0 ^ 2 = (2 * w + X) ^ 2 := by linear_combination 4 * h
    rw [hs, Real.sqrt_sq hp]
    ring
  · intro h
    have hs := Real.sq_sqrt (show 0 ≤ X ^ 2 + 4 * w0 ^ 2 by positivity)
    have h2 : Real.sqrt (X ^ 2 + 4 * w0 ^ 2) = 2 * w + X := by linarith
    rw [h2] at hs
    linear_combination (-1 / 4 : ℝ) * hs
```

The proof chooses the root without a case split. From the quadratic, $w(2w+X)=w^2+w_0^2\ge0$, and since $w>0$ this gives $2w+X\ge0$. The quadratic also gives $X^2+4w_0^2=(2w+X)^2$, so the square root equals $2w+X$, and solving for $w$ yields the formula. For the converse, the formula says that the square root is $2w+X$; squaring this returns the quadratic.

If negative frequencies are admitted, the map is no longer one-to-one. Take $g=w_0=1$: then $X(1)=X(-1)=0$, and both frequencies give $Y=1$.

## A restoring force makes every reactance attainable

The condition $w_0>0$ means that a spring, or a binding force in the optical model, pulls the particle back. Below resonance the restoring force dominates and $X>0$; above it inertia dominates and $X<0$. Both signs are needed to go round the whole circle.

By hand, the condition gives $\sqrt{X^2+4w_0^2}>\sqrt{X^2}=|X|\ge X$, so $W(X)>0$ for every real $X$. Each reactance is thus attained at a frequency that the theorem admits.

```lean
/-- For `w0 > 0`, the frequency assigned to any real reactance is positive. -/
theorem frequencyAt_pos {w0 : ℝ} (hw0 : 0 < w0) (X : ℝ) : 0 < frequencyAt w0 X := by
  have hs := Real.sq_sqrt (show 0 ≤ X ^ 2 + 4 * w0 ^ 2 by positivity)
  have hn := Real.sqrt_nonneg (X ^ 2 + 4 * w0 ^ 2)
  have hw2 : 0 < w0 ^ 2 := by positivity
  have hlt : X < Real.sqrt (X ^ 2 + 4 * w0 ^ 2) := by
    by_contra hc
    have hc' := not_lt.1 hc
    nlinarith
  unfold frequencyAt
  linarith
```

The proof obtains the same strict inequality by contradiction: if the square root were at most $X$, its square would be at most $X^2$, yet it exceeds $X^2$ by $4w_0^2$.

Without the restoring force, half of the circle is lost. For $w_0=0$, the free particle with friction of the Drude model, $X(w)=-w$ is negative at every positive frequency. With $g=1$, the point $z=(1-i)/2$ lies on the circle and has $1/z=1+i$. It would need $-w=1$, which no positive $w$ satisfies.

## Positive damping turns the line into a circle

The condition $g>0$ means that the oscillator loses energy to its surroundings. It fixes the size of the circle and keeps it, apart from the origin, in the half-plane of positive real part, where the force does positive work on average.

Write $r=1/(2g)$ and $z=x+iy\neq0$. Then

$$(x-r)^2+y^2=r^2\iff x^2+y^2=2rx\iff \frac{x}{x^2+y^2}=\frac1{2r}=g,$$

and the last fraction is $\operatorname{Re}(1/z)$. A nonzero $z$ is therefore on the circle exactly when its inverse is on the vertical line $\operatorname{Re}=g$.

```lean
/-- For `g > 0`, a nonzero complex number lies on the circle of centre and radius `1/(2g)` exactly
when its inverse has real part `g`. -/
theorem mem_circle_iff {g : ℝ} (hg : 0 < g) {z : ℂ} (hz : z ≠ 0) :
    z ∈ Metric.sphere ((1 / (2 * g) : ℝ) : ℂ) (1 / (2 * g)) ↔ (z⁻¹).re = g := by
  have hn : Complex.normSq z ≠ 0 := fun h => hz (Complex.normSq_eq_zero.1 h)
  have hr : g * (1 / (2 * g)) = 1 / 2 := by field_simp
  have hr0 : 0 ≤ 1 / (2 * g) := by positivity
  generalize 1 / (2 * g) = r at hr hr0 ⊢
  rw [mem_sphere_iff_norm, ← sq_eq_sq₀ (norm_nonneg _) hr0, Complex.sq_norm,
    Complex.inv_re, div_eq_iff hn]
  simp only [Complex.normSq_apply, Complex.sub_re, Complex.sub_im, Complex.ofReal_re,
    Complex.ofReal_im, sub_zero]
  constructor
  · intro h
    linear_combination (-g) * h - 2 * z.re * hr
  · intro h
    apply mul_left_cancel₀ hg.ne'
    linear_combination (-1 : ℝ) * h - 2 * z.re * hr
```

`Metric.sphere` is the set of points at a given distance from a centre. In the complex plane this is a circle, the curve and not the disc. The proof replaces $1/(2g)$ by a number `r` of which it keeps only $r\ge0$ and $gr=1/2$. It then squares the distance condition and writes it in real and imaginary parts. Positivity of $g$ makes the radius nonnegative, which the squaring needs, and allows the factor $g$ to be cancelled at the end.

Without damping there is no circle. For $g=0$ and $w_0=1$, the response at $w=2$ has $X=-3/2$ and equals $1/(iX)=2i/3$. Away from resonance all values lie on the imaginary axis, and at resonance the response diverges. A negative $g$ describes gain and moves the nonzero values of the formula into the left half-plane, but the free motion then grows and the steady solution is not approached.

## The three conditions together give one frequency per point

Take a nonzero point $z$ on the circle. Since $\operatorname{Re}(1/z)=g$ already holds, the equation $Y(w)=z$ reduces to the equality of imaginary parts, $X(w)=\operatorname{Im}(1/z)$. For $w>0$ this has the single solution

$$w=W\big(\operatorname{Im}(1/z)\big).$$

```lean
/-- A nonzero point `z` of the circle is the velocity response at a positive frequency `w`
exactly when `w` is the frequency assigned to the reactance `Im (1/z)`. -/
theorem velocityResponse_eq_iff {g w : ℝ} (w0 : ℝ) (hg : 0 < g) (hw : 0 < w) {z : ℂ}
    (hz : z ≠ 0) (hc : z ∈ Metric.sphere ((1 / (2 * g) : ℝ) : ℂ) (1 / (2 * g))) :
    velocityResponse g w0 w = z ↔ w = frequencyAt w0 (z⁻¹).im := by
  have hre := (mem_circle_iff hg hz).1 hc
  have h1 : ((g : ℂ) + I * (reactance w0 w : ℂ)).re = g := by simp
  have h2 : ((g : ℂ) + I * (reactance w0 w : ℂ)).im = reactance w0 w := by simp
  have himp := impedance_eq g w0 hw.ne'
  rw [← reactance_eq_iff w0 _ hw]
  constructor
  · intro h
    rw [h] at himp
    rw [himp]
    exact h2.symm
  · intro h
    refine inv_inj.1 ?_
    rw [himp]
    exact Complex.ext (h1.trans hre.symm) (h2.trans h)
```

The proof follows this reduction. It turns the claim about $w$ into one about the reactance, and then compares $1/Y$ with $1/z$ in real and imaginary parts. Here $g>0$ and $w>0$ are used, while $w_0$ may be any real number: the statement says which frequency gives $z$ if a positive one does. That a positive one exists is where $w_0>0$ comes in.

```lean
/-- For `g > 0` and `w0 > 0`, the velocity response maps the positive frequencies bijectively onto
the circle of centre `1/(2g)` and radius `1/(2g)` with the origin removed. -/
theorem velocityResponse_bijOn_circle {g w0 : ℝ} (hg : 0 < g) (hw0 : 0 < w0) :
    BijOn (velocityResponse g w0) (Ioi 0)
      (Metric.sphere ((1 / (2 * g) : ℝ) : ℂ) (1 / (2 * g)) \ {0}) := by
  have hmaps : MapsTo (velocityResponse g w0) (Ioi 0)
      (Metric.sphere ((1 / (2 * g) : ℝ) : ℂ) (1 / (2 * g)) \ {0}) := by
    intro w hw
    have hw' : 0 < w := hw
    have hre : ((velocityResponse g w0 w)⁻¹).re = g := by
      rw [impedance_eq g w0 hw'.ne']
      simp
    have hne : velocityResponse g w0 w ≠ 0 := by
      intro h
      rw [h, inv_zero, Complex.zero_re] at hre
      exact hg.ne hre
    exact ⟨(mem_circle_iff hg hne).2 hre, hne⟩
  refine ⟨hmaps, ?_, ?_⟩
  · -- two frequencies with the same response are given by the same formula
    intro a ha b hb hab
    obtain ⟨hc, hne⟩ := hmaps hb
    exact ((velocityResponse_eq_iff w0 hg ha hne hc).1 hab).trans
      ((velocityResponse_eq_iff w0 hg hb hne hc).1 rfl).symm
  · -- every point is reached at the frequency read off from its inverse
    rintro z ⟨hc, hne⟩
    have hp := frequencyAt_pos hw0 (z⁻¹).im
    exact ⟨_, hp, (velocityResponse_eq_iff w0 hg hp hne hc).2 rfl⟩
```

`BijOn` combines three claims about the positive frequencies `Ioi 0` and the circle with $\{0\}$ taken out:

- Every response lies in the target set. The real part of $1/Y$ is $g$, which puts $Y$ on the circle, and because $g$ is not zero, $Y$ is not the origin.
- Two frequencies with the same response are equal, since both are given by the same formula.
- Every point of the target is reached, at the frequency $W(\operatorname{Im}(1/z))$, which is positive by `frequencyAt_pos`.

For data that follow this one-oscillator model, a single nonzero value $z$ of the response, in the normalisation above, gives the damping rate as $\operatorname{Re}(1/z)$. If $w_0$ is known, it gives the drive frequency as well. The theorem concerns exact values and says nothing about noise or about the quality of a fit.

## A nonzero natural frequency pairs the two halves of the circle

The last two results need only $w_0\neq0$, and they hold for every real $g$. The first compares a frequency $w\ne0$ with $w_0^2/w$, which for positive $w$ and $w_0$ is its reflection about resonance on a logarithmic scale:

$$X\!\left(\frac{w_0^2}{w}\right)=\frac{w_0^2-w_0^4/w^2}{w_0^2/w}=w-\frac{w_0^2}{w}=-X(w).$$

The impedance $g+iX$ becomes $g-iX$, its complex conjugate, and so the response is conjugated too. For $g>0$ and positive frequencies the two points are mirror images on the circle. They have equal magnitude, and their phases differ only in sign.

```lean
/-- For nonzero `w0` and `w`, the frequencies `w` and `w0²/w` have complex conjugate velocity
responses. -/
theorem velocityResponse_mirror (g : ℝ) {w0 w : ℝ} (hw0 : w0 ≠ 0) (hw : w ≠ 0) :
    velocityResponse g w0 (w0 ^ 2 / w) = conj (velocityResponse g w0 w) := by
  have hX : reactance w0 (w0 ^ 2 / w) = -reactance w0 w := by
    unfold reactance
    field_simp
    ring
  refine inv_inj.1 ?_
  rw [impedance_eq g w0 (div_ne_zero (pow_ne_zero 2 hw0) hw), ← map_inv₀ (starRingEnd ℂ),
    impedance_eq g w0 hw, hX]
  simp
```

The proof establishes the sign change of $X$ first and then compares the inverses of the two sides. If $w_0=0$, the partner of every frequency is $0$, where the formula for $Y$ reads $0/0$ and Lean assigns it the value $0$. The pairing then fails: for $g=w=1$ the response is $(1+i)/2$, whose conjugate is neither $0$ nor the physical static response $1/g=1$.

The second result describes the missing origin as a limit. At $w=0$ the denominator of $Y$ is $w_0^2\ne0$ and the numerator is zero, so $Y$ is continuous there with value $0$. As $w\to\infty$, the partner $w_0^2/w$ tends to $0$, so its response tends to $0$, and $Y(w)$ is the conjugate of that response. For $g,w_0>0$ the curve thus leaves the origin at low frequency and returns to it at high frequency.

```lean
/-- For `w0 ≠ 0`, the velocity response tends to the origin as the frequency tends to zero and as it
tends to infinity. -/
theorem velocityResponse_tendsto_origin (g : ℝ) {w0 : ℝ} (hw0 : w0 ≠ 0) :
    Tendsto (velocityResponse g w0) (𝓝 0) (𝓝 0) ∧
      Tendsto (velocityResponse g w0) atTop (𝓝 0) := by
  have hlow : Tendsto (velocityResponse g w0) (𝓝 0) (𝓝 0) := by
    have hc : ContinuousAt (velocityResponse g w0) 0 := by
      change ContinuousAt (fun w : ℝ => -(I * (w : ℂ)) /
        ((w0 : ℂ) ^ 2 - (w : ℂ) ^ 2 - I * (g : ℂ) * (w : ℂ))) 0
      refine ContinuousAt.div (by fun_prop) (by fun_prop) ?_
      simpa using hw0
    have h0 : velocityResponse g w0 0 = 0 := by simp [velocityResponse]
    have ht := hc.tendsto
    rwa [h0] at ht
  refine ⟨hlow, ?_⟩
  -- high frequencies are the mirror images of low ones
  have h1 : Tendsto (fun w : ℝ => w0 ^ 2 / w) atTop (𝓝 0) :=
    tendsto_const_nhds.div_atTop tendsto_id
  have h2 := (Complex.continuous_conj.tendsto 0).comp (hlow.comp h1)
  rw [map_zero] at h2
  refine h2.congr' ?_
  filter_upwards [eventually_gt_atTop (0 : ℝ)] with w hw
  change conj (velocityResponse g w0 (w0 ^ 2 / w)) = velocityResponse g w0 w
  rw [velocityResponse_mirror g hw0 hw.ne', Complex.conj_conj]

end

end LorentzVelocityCircle
```

In the statement, `𝓝 0` as the source of the first limit means that $w$ approaches zero from either side, with the value at $w=0$ included, and `atTop` means $w\to+\infty$. The proof obtains the first limit from continuity of the quotient and the second by composing the first with $w\mapsto w_0^2/w$ and conjugation. For $w_0=0$ and $g>0$ the low-frequency limit changes: $Y(w)=1/(g-iw)$ for $w>0$, which tends to $1/g$, the steady velocity of the Drude particle per unit of static force per unit mass.

```lean
#print axioms LorentzVelocityCircle.velocityResponse_bijOn_circle
#print axioms LorentzVelocityCircle.velocityResponse_tendsto_origin
```

```
'LorentzVelocityCircle.velocityResponse_bijOn_circle' depends on axioms: [propext, Classical.choice, Quot.sound]
'LorentzVelocityCircle.velocityResponse_tendsto_origin' depends on axioms: [propext, Classical.choice, Quot.sound]
```
